# For a nonnegative kernel on a finite grid, every real one-particle density matrix of N electrons has an N-electron determinant of no higher Hartree–Fock energy

To ask whether fractional occupations can lower the Hartree–Fock energy, we describe $N$ electrons by a real one-particle density matrix $D$ on a finite set of grid points, with trace $N$ and with both $D$ and $1-D$ positive semidefinite; a Slater determinant of real orbitals is the case $D^2=D$. If the interaction is nonnegative between all points, some determinant always does at least as well as $D$.

In Lean 4 with Mathlib:

```lean
import Mathlib

open Matrix

namespace LiebVariationalPrinciple

noncomputable section

variable {ι : Type*} [Fintype ι]

/-- The direct minus exchange energy of a matrix `D` for the interaction kernel `v`. -/
def twoBody (v : ι → ι → ℝ) (D : Matrix ι ι ℝ) : ℝ :=
  1 / 2 * ∑ x, ∑ y, v x y * (D x x * D y y - D x y ^ 2)

/-- The Hartree-Fock energy: one-body energy plus direct minus exchange energy. -/
def energy (h : Matrix ι ι ℝ) (v : ι → ι → ℝ) (D : Matrix ι ι ℝ) : ℝ :=
  (h * D).trace + twoBody v D

/-- The first-order change of the Hartree-Fock energy at `D` in the direction `X`. -/
def slope (h : Matrix ι ι ℝ) (v : ι → ι → ℝ) (D X : Matrix ι ι ℝ) : ℝ :=
  (h * X).trace +
    1 / 2 * ∑ x, ∑ y, v x y * (D x x * X y y + X x x * D y y - 2 * D x y * X x y)

/-- Along a straight line of matrices the Hartree-Fock energy is a quadratic polynomial,
whose second-order coefficient is the two-body energy of the direction. -/
theorem energy_line (h : Matrix ι ι ℝ) (v : ι → ι → ℝ) (D X : Matrix ι ι ℝ) (t : ℝ) :
    energy h v (D + t • X) = energy h v D + t * slope h v D X + t ^ 2 * twoBody v X := by
  have two : twoBody v (D + t • X) = twoBody v D
      + t * (1 / 2 * ∑ x, ∑ y, v x y * (D x x * X y y + X x x * D y y - 2 * D x y * X x y))
      + t ^ 2 * twoBody v X := by
    simp only [twoBody, Finset.mul_sum, ← Finset.sum_add_distrib]
    refine Finset.sum_congr rfl fun x _ => Finset.sum_congr rfl fun y _ => ?_
    simp only [Matrix.add_apply, Matrix.smul_apply, smul_eq_mul]
    ring
  have one : (h * (D + t • X)).trace = (h * D).trace + t * (h * X).trace := by
    rw [Matrix.mul_add, Matrix.mul_smul, Matrix.trace_add, Matrix.trace_smul, smul_eq_mul]
  unfold energy slope
  linear_combination one + two

/-- When charge moves from orbital `b` to orbital `a`, the second-order energy coefficient is
minus half the weighted sum of the squared two-orbital determinants. -/
theorem twoBody_pair (v : ι → ι → ℝ) (a b : ι → ℝ) :
    twoBody v (vecMulVec a a - vecMulVec b b)
      = -(1 / 2) * ∑ x, ∑ y, v x y * (a x * b y - a y * b x) ^ 2 := by
  simp only [twoBody, Finset.mul_sum]
  refine Finset.sum_congr rfl fun x _ => Finset.sum_congr rfl fun y _ => ?_
  simp only [Matrix.sub_apply, Matrix.vecMulVec_apply]
  ring

variable [DecidableEq ι]

/-- The density matrix with the columns of `U` as orbitals and occupation numbers `n`. -/
def density (U : Matrix ι ι ℝ) (n : ι → ℝ) : Matrix ι ι ℝ := U * diagonal n * Uᵀ

/-- The occupation numbers after the charge `t` has moved from orbital `j` to orbital `i`. -/
def shift (n : ι → ℝ) (i j : ι) (t : ℝ) : ι → ℝ :=
  fun k => n k + t * ((if k = i then 1 else 0) - (if k = j then 1 else 0))

/-- Moving charge between two orbitals adds a multiple of the difference of their one-orbital
density matrices to the density matrix. -/
theorem density_shift (U : Matrix ι ι ℝ) (n : ι → ℝ) (i j : ι) (t : ℝ) :
    density U (shift n i j t) = density U n
      + t • (vecMulVec (fun x => U x i) (fun x => U x i)
        - vecMulVec (fun x => U x j) (fun x => U x j)) := by
  have entry : ∀ (m : ι → ℝ) x y, density U m x y = ∑ k, U x k * m k * U y k := by
    intro m x y
    rw [density, Matrix.mul_apply]
    simp only [Matrix.mul_diagonal, Matrix.transpose_apply]
  ext x y
  have e : ∀ k, U x k * shift n i j t k * U y k = U x k * n k * U y k
      + ((if k = i then t * (U x k * U y k) else 0)
        - (if k = j then t * (U x k * U y k) else 0)) := by
    intro k
    unfold shift
    split_ifs <;> ring
  simp only [Matrix.add_apply, Matrix.smul_apply, Matrix.sub_apply, Matrix.vecMulVec_apply,
    smul_eq_mul, entry, e, Finset.sum_add_distrib, Finset.sum_sub_distrib,
    Finset.sum_ite_eq', Finset.mem_univ, if_true]
  ring

/-- For a nonnegative kernel, moving charge between two orbitals does not raise the energy in at
least one of the two directions, whatever nonnegative amounts `s` and `t` are moved. -/
theorem energy_transfer_le (h : Matrix ι ι ℝ) (v : ι → ι → ℝ) (hv : ∀ x y, 0 ≤ v x y)
    (U : Matrix ι ι ℝ) (n : ι → ℝ) (i j : ι) {s t : ℝ} (hs : 0 ≤ s) (ht : 0 ≤ t) :
    energy h v (density U (shift n i j s)) ≤ energy h v (density U n) ∨
      energy h v (density U (shift n j i t)) ≤ energy h v (density U n) := by
  have back : shift n j i t = shift n i j (-t) := by
    funext k
    simp only [shift]
    ring
  rw [back, density_shift, density_shift, energy_line, energy_line]
  have q : twoBody v (vecMulVec (fun x => U x i) (fun x => U x i)
      - vecMulVec (fun x => U x j) (fun x => U x j)) ≤ 0 := by
    rw [twoBody_pair]
    have p : 0 ≤ ∑ x, ∑ y, v x y * (U x i * U y j - U y i * U x j) ^ 2 :=
      Finset.sum_nonneg fun x _ => Finset.sum_nonneg fun y _ =>
        mul_nonneg (hv x y) (sq_nonneg _)
    linarith
  -- the sign of the slope decides the direction
  rcases le_total (slope h v (density U n) (vecMulVec (fun x => U x i) (fun x => U x i)
      - vecMulVec (fun x => U x j) (fun x => U x j))) 0 with l | l
  · left
    linarith [mul_nonpos_of_nonneg_of_nonpos hs l,
      mul_nonpos_of_nonneg_of_nonpos (sq_nonneg s) q]
  · right
    linarith [mul_nonneg ht l, mul_nonpos_of_nonneg_of_nonpos (sq_nonneg (-t)) q]

/-- For a nonnegative kernel and fixed orbitals, occupations between 0 and 1 with a natural number
as total can be replaced by occupations 0 or 1 with the same total and no higher energy. -/
theorem integer_occupations (h : Matrix ι ι ℝ) (v : ι → ι → ℝ) (hv : ∀ x y, 0 ≤ v x y)
    (U : Matrix ι ι ℝ) (N : ℕ) (n : ι → ℝ) (h0 : ∀ k, 0 ≤ n k ∧ n k ≤ 1)
    (hN : ∑ k, n k = N) :
    ∃ m : ι → ℝ, (∀ k, m k = 0 ∨ m k = 1) ∧ ∑ k, m k = N ∧
      energy h v (density U m) ≤ energy h v (density U n) := by
  -- induction on the number of fractional occupations
  suffices H : ∀ (c : ℕ) (n : ι → ℝ), (∀ k, 0 ≤ n k ∧ n k ≤ 1) → ∑ k, n k = N →
      (Finset.univ.filter fun k => n k ≠ 0 ∧ n k ≠ 1).card = c →
      ∃ m : ι → ℝ, (∀ k, m k = 0 ∨ m k = 1) ∧ ∑ k, m k = N ∧
        energy h v (density U m) ≤ energy h v (density U n) from H _ n h0 hN rfl
  clear h0 hN n
  intro c
  induction c using Nat.strong_induction_on with
  | _ c ih =>
  intro n h0 hN hc
  by_cases hF : ∃ i j, i ≠ j ∧ (n i ≠ 0 ∧ n i ≠ 1) ∧ (n j ≠ 0 ∧ n j ≠ 1)
  · obtain ⟨i, j, hij, hi, hj⟩ := hF
    -- fill `a` from `b` until `a` is full or `b` is empty
    have key : ∀ a b, a ≠ b → (n a ≠ 0 ∧ n a ≠ 1) → (n b ≠ 0 ∧ n b ≠ 1) →
        energy h v (density U (shift n a b (min (1 - n a) (n b)))) ≤ energy h v (density U n) →
        ∃ m : ι → ℝ, (∀ k, m k = 0 ∨ m k = 1) ∧ ∑ k, m k = N ∧
          energy h v (density U m) ≤ energy h v (density U n) := by
      intro a b hab ha hb hE
      obtain ⟨s, hs⟩ : ∃ s, s = min (1 - n a) (n b) := ⟨_, rfl⟩
      rw [← hs] at hE
      have s0 : 0 ≤ s := hs ▸ le_min (by linarith [(h0 a).2]) (h0 b).1
      have s1 : s ≤ 1 - n a := hs ▸ min_le_left _ _
      have s2 : s ≤ n b := hs ▸ min_le_right _ _
      have va : shift n a b s a = n a + s := by
        simp only [shift, if_neg hab, ↓reduceIte]
        ring
      have vb : shift n a b s b = n b - s := by
        simp only [shift, if_neg hab.symm, ↓reduceIte]
        ring
      have vk : ∀ k, k ≠ a → k ≠ b → shift n a b s k = n k := by
        intro k h1 h2
        simp [shift, h1, h2]
      have sub : (Finset.univ.filter fun k => shift n a b s k ≠ 0 ∧ shift n a b s k ≠ 1) ⊆
          Finset.univ.filter fun k => n k ≠ 0 ∧ n k ≠ 1 := by
        intro k hk
        refine Finset.mem_filter.2 ⟨Finset.mem_univ _, ?_⟩
        have hk' := (Finset.mem_filter.1 hk).2
        by_cases h1 : k = a
        · rw [h1]; exact ha
        by_cases h2 : k = b
        · rw [h2]; exact hb
        rwa [vk k h1 h2] at hk'
      have lt : (Finset.univ.filter fun k =>
          shift n a b s k ≠ 0 ∧ shift n a b s k ≠ 1).card < c := by
        rw [← hc]
        refine Finset.card_lt_card ((Finset.ssubset_iff_of_subset sub).2 ?_)
        rcases min_choice (1 - n a) (n b) with e | e
        · exact ⟨a, Finset.mem_filter.2 ⟨Finset.mem_univ _, ha⟩, fun hk =>
            (Finset.mem_filter.1 hk).2.2 (by rw [va]; linarith)⟩
        · exact ⟨b, Finset.mem_filter.2 ⟨Finset.mem_univ _, hb⟩, fun hk =>
            (Finset.mem_filter.1 hk).2.1 (by rw [vb]; linarith)⟩
      have bounds : ∀ k, 0 ≤ shift n a b s k ∧ shift n a b s k ≤ 1 := by
        intro k
        by_cases h1 : k = a
        · rw [h1, va]; constructor <;> linarith [(h0 a).1]
        by_cases h2 : k = b
        · rw [h2, vb]; constructor <;> linarith [(h0 b).2]
        rw [vk k h1 h2]; exact h0 k
      have total : ∑ k, shift n a b s k = N := by
        simp only [shift, Finset.sum_add_distrib, ← Finset.mul_sum, Finset.sum_sub_distrib,
          Finset.sum_ite_eq', Finset.mem_univ, if_true, sub_self, mul_zero, add_zero, hN]
      obtain ⟨m, m1, m2, m3⟩ := ih _ lt _ bounds total rfl
      exact ⟨m, m1, m2, m3.trans hE⟩
    rcases energy_transfer_le h v hv U n i j
      (le_min (sub_nonneg.2 (h0 i).2) (h0 j).1)
      (le_min (sub_nonneg.2 (h0 j).2) (h0 i).1) with e | e
    · exact key i j hij hi hj e
    · exact key j i hij.symm hj hi e
  · -- a single fractional occupation contradicts the integer total
    refine ⟨n, fun i => ?_, hN, le_rfl⟩
    by_contra hi
    rw [not_or] at hi
    have others : ∀ k, k ≠ i → n k = 0 ∨ n k = 1 := by
      intro k hki
      by_contra hk
      exact hF ⟨k, i, hki, not_or.1 hk, hi⟩
    obtain ⟨M, hM⟩ : ∃ M : ℕ, ∑ k ∈ Finset.univ.erase i, n k = M := by
      refine ⟨∑ k ∈ Finset.univ.erase i, if n k = 1 then 1 else 0, ?_⟩
      push_cast
      refine Finset.sum_congr rfl fun k hk => ?_
      rcases others k (Finset.ne_of_mem_erase hk) with e | e <;> simp [e]
    have split := Finset.add_sum_erase Finset.univ n (Finset.mem_univ i)
    have p0 : 0 < n i := lt_of_le_of_ne (h0 i).1 (Ne.symm hi.1)
    have p1 : n i < 1 := lt_of_le_of_ne (h0 i).2 hi.2
    have l1 : (M : ℝ) < N := by linarith
    have l2 : (N : ℝ) < M + 1 := by linarith
    have l1' : M < N := by exact_mod_cast l1
    have l2' : N < M + 1 := by exact_mod_cast l2
    omega

/-- If `D` and `1 - D` are positive semidefinite, then `D` has orthonormal natural orbitals with
occupation numbers between 0 and 1. -/
theorem natural_orbitals (D : Matrix ι ι ℝ) (hD : D.PosSemidef) (hD1 : (1 - D).PosSemidef) :
    ∃ (U : Matrix ι ι ℝ) (n : ι → ℝ), Uᵀ * U = 1 ∧ (∀ k, 0 ≤ n k ∧ n k ≤ 1) ∧
      D = density U n := by
  obtain ⟨U, n, hU, e⟩ : ∃ (U : Matrix ι ι ℝ) (n : ι → ℝ), Uᵀ * U = 1 ∧ D = density U n := by
    have hU := Matrix.mem_unitaryGroup_iff'.1 hD.1.eigenvectorUnitary.2
    rw [star_eq_conjTranspose, conjTranspose_eq_transpose_of_trivial] at hU
    have sp := hD.1.spectral_theorem
    rw [Unitary.conjStarAlgAut_apply, star_eq_conjTranspose,
      conjTranspose_eq_transpose_of_trivial] at sp
    exact ⟨_, _, hU, sp⟩
  have c : Uᵀ * D * U = diagonal n := by
    calc Uᵀ * D * U = (Uᵀ * U) * diagonal n * (Uᵀ * U) := by
          rw [e, density]; simp only [Matrix.mul_assoc]
      _ = diagonal n := by rw [hU, Matrix.one_mul, Matrix.mul_one]
  have c1 : Uᵀ * (1 - D) * U = 1 - diagonal n := by
    rw [Matrix.mul_sub, Matrix.sub_mul, Matrix.mul_one, hU, c]
  have p0 := hD.conjTranspose_mul_mul_same U
  have p1 := hD1.conjTranspose_mul_mul_same U
  rw [conjTranspose_eq_transpose_of_trivial, c] at p0
  rw [conjTranspose_eq_transpose_of_trivial, c1] at p1
  refine ⟨U, n, hU, fun k => ⟨?_, ?_⟩, e⟩
  · simpa using p0.diag_nonneg (i := k)
  · simpa using p1.diag_nonneg (i := k)

/-- Lieb's variational principle: for a nonnegative kernel and a density matrix `D` with `D` and
`1 - D` positive semidefinite and trace `N`, some symmetric projection of trace `N` has
Hartree-Fock energy at most that of `D`. -/
theorem lieb_variational_principle (h : Matrix ι ι ℝ) (v : ι → ι → ℝ) (hv : ∀ x y, 0 ≤ v x y)
    (N : ℕ) (D : Matrix ι ι ℝ) (hD : D.PosSemidef) (hD1 : (1 - D).PosSemidef)
    (hN : D.trace = N) :
    ∃ P : Matrix ι ι ℝ, P.IsSymm ∧ P * P = P ∧ P.trace = N ∧ energy h v P ≤ energy h v D := by
  obtain ⟨U, n, hU, h0, e⟩ := natural_orbitals D hD hD1
  have tr : ∀ m : ι → ℝ, (density U m).trace = ∑ k, m k := by
    intro m
    rw [density, Matrix.trace_mul_comm, ← Matrix.mul_assoc, hU, Matrix.one_mul,
      Matrix.trace_diagonal]
  obtain ⟨m, m1, m2, m3⟩ := integer_occupations h v hv U N n h0 (by rw [← tr, ← e, hN])
  refine ⟨density U m, ?_, ?_, (tr m).trans m2, e ▸ m3⟩
  · simp [Matrix.IsSymm, density, Matrix.transpose_mul, Matrix.mul_assoc]
  · -- occupations 0 and 1 are their own squares
    have mm : (fun k => m k * m k) = m := by
      funext k
      rcases m1 k with z | z <;> simp [z]
    calc density U m * density U m = U * (diagonal m * (Uᵀ * U) * diagonal m) * Uᵀ := by
          simp only [density, Matrix.mul_assoc]
      _ = density U m := by
          rw [hU, Matrix.mul_one, Matrix.diagonal_mul_diagonal, mm, density]

/-- For a nonnegative kernel, a number is a lower bound for the energies of all `N`-electron
projections exactly when it is one for all density matrices `D` of trace `N` with `D` and `1 - D`
positive semidefinite. -/
theorem lower_bound_iff (h : Matrix ι ι ℝ) (v : ι → ι → ℝ) (hv : ∀ x y, 0 ≤ v x y)
    (N : ℕ) (c : ℝ) :
    (∀ P : Matrix ι ι ℝ, P.IsSymm → P * P = P → P.trace = N → c ≤ energy h v P) ↔
      ∀ D : Matrix ι ι ℝ, D.PosSemidef → (1 - D).PosSemidef → D.trace = N →
        c ≤ energy h v D := by
  constructor
  · intro H D hD hD1 hN
    obtain ⟨P, p1, p2, p3, p4⟩ := lieb_variational_principle h v hv N D hD hD1 hN
    exact (H P p1 p2 p3).trans p4
  · intro H P hs hp hN
    have a := Matrix.posSemidef_conjTranspose_mul_self P
    have b := Matrix.posSemidef_conjTranspose_mul_self (1 - P)
    rw [conjTranspose_eq_transpose_of_trivial, hs.eq, hp] at a
    have q : (1 - P) * (1 - P) = 1 - P := by
      rw [Matrix.sub_mul, Matrix.one_mul, Matrix.mul_sub, Matrix.mul_one, hp, sub_self, sub_zero]
    rw [conjTranspose_eq_transpose_of_trivial, Matrix.transpose_sub, Matrix.transpose_one,
      hs.eq, q] at b
    exact H P a b hN

/-- For the attractive kernel `-1` on two sites without one-body term, the density matrix `1/2`
has energy `-1/4`, while every symmetric projection of trace one has energy zero. -/
theorem attractive_counterexample :
    ((1 / 2 : ℝ) • (1 : Matrix (Fin 2) (Fin 2) ℝ)).PosSemidef ∧
    (1 - (1 / 2 : ℝ) • (1 : Matrix (Fin 2) (Fin 2) ℝ)).PosSemidef ∧
    ((1 / 2 : ℝ) • (1 : Matrix (Fin 2) (Fin 2) ℝ)).trace = 1 ∧
    energy 0 (fun _ _ => -1) ((1 / 2 : ℝ) • (1 : Matrix (Fin 2) (Fin 2) ℝ)) = -1 / 4 ∧
    ∀ P : Matrix (Fin 2) (Fin 2) ℝ, P.IsSymm → P * P = P → P.trace = 1 →
      energy 0 (fun _ _ => -1) P = 0 := by
  have half : ((1 / 2 : ℝ) • (1 : Matrix (Fin 2) (Fin 2) ℝ)).PosSemidef :=
    Matrix.PosSemidef.one.smul (by norm_num)
  have hole : 1 - (1 / 2 : ℝ) • (1 : Matrix (Fin 2) (Fin 2) ℝ) = (1 / 2 : ℝ) • 1 := by
    module
  refine ⟨half, by rw [hole]; exact half, ?_, ?_, ?_⟩
  · norm_num [Matrix.trace_fin_two]
  · norm_num [energy, twoBody, Fin.sum_univ_two, Matrix.one_apply]
  · intro P hs hp ht
    have e := congrFun (congrFun hp 0) 0
    have sym : P 1 0 = P 0 1 := hs.apply 0 1
    rw [Matrix.trace_fin_two] at ht
    simp only [Matrix.mul_apply, Fin.sum_univ_two, sym] at e
    simp only [energy, twoBody, Fin.sum_univ_two, Matrix.zero_mul, Matrix.trace_zero, sym]
    linear_combination e - P 0 0 * ht

end

end LiebVariationalPrinciple
```

```lean
#print axioms LiebVariationalPrinciple.lieb_variational_principle
-- 'LiebVariationalPrinciple.lieb_variational_principle' depends on axioms: [propext, Classical.choice, Quot.sound]
#print axioms LiebVariationalPrinciple.lower_bound_iff
-- 'LiebVariationalPrinciple.lower_bound_iff' depends on axioms: [propext, Classical.choice, Quot.sound]
#print axioms LiebVariationalPrinciple.attractive_counterexample
-- 'LiebVariationalPrinciple.attractive_counterexample' depends on axioms: [propext, Classical.choice, Quot.sound]
```

## Energy, occupations and projections

The function `energy` is

$$E(D)=\mathrm{tr}(hD)+W(D),\qquad W(D)=\tfrac12\sum_{x,y}v(x,y)\,(D_{xx}D_{yy}-D_{xy}^2),$$

where $h$ is the one-body matrix, $v$ the interaction kernel and $W$ is `twoBody`, direct minus exchange energy. Terms with $x=y$ vanish. For a single occupied orbital, $D=aa^T$, all terms vanish, so an electron in it does not interact with itself. With fractional occupations $W$ can be nonzero even for $N=1$, as the last section shows. A grid point may carry a spin label. The condition `hv` says that the interaction energy $v(x,y)$ is never negative, as for the Coulomb repulsion of electrons; "repulsive" and "attractive" refer here to this sign, not to the direction of a force. Physical $h$ and $v$ are symmetric, but the proof doesn't need this.

`PosSemidef` includes symmetry, and the two such hypotheses put the occupations between 0 and 1. In `lieb_variational_principle` the matrix `P` is symmetric and idempotent with trace $N$, hence the density matrix of $N$ occupied orthonormal orbitals. `lower_bound_iff` adds that, for $v\ge0$, projections and general density matrices have the same lower energy bounds. In this finite real model, a Hartree–Fock minimisation over all these matrices may therefore admit fractional occupations without reaching below the determinants. If both spins are forced to share the same spatial orbitals and occupations, this can fail.

Lieb's principle also holds for complex orbitals and for any positive semidefinite two-body operator; this version has real orbitals and an interaction given by a kernel $v(x,y)$. The passage from the grid to continuous space remains a separate step.

## Moving charge between two orbitals

For a matrix $X$ and a real number $t$, expanding the products gives

$$E(D+tX)=E(D)+tS+t^2W(X),$$

$$S=\mathrm{tr}(hX)+\tfrac12\sum_{x,y}v(x,y)(D_{xx}X_{yy}+X_{xx}D_{yy}-2D_{xy}X_{xy}).$$

This is `energy_line`, with $S$ called `slope`; `ring` checks each summand.

Now write $D=U\,\mathrm{diag}(n)\,U^T$, which is `density U n`: the columns of $U$ are orbitals and $n$ lists their occupations. Moving charge $t$ from orbital $j$ to orbital $i$ adds $tX$ with $X=aa^T-bb^T$, where $a$ and $b$ are columns $i$ and $j$ (`density_shift`). For this $X$,

$$\begin{aligned}X_{xx}X_{yy}-X_{xy}^2&=(a_x^2-b_x^2)(a_y^2-b_y^2)-(a_xa_y-b_xb_y)^2\\&=-(a_xb_y-a_yb_x)^2.\end{aligned}$$

Since $v\ge0$, `twoBody_pair` gives $W(X)\le0$. If $S\le0$, moving any $s\ge0$ from $j$ to $i$ changes the energy by $sS+s^2W(X)\le0$. If $S\ge0$, moving $t\ge0$ the other way changes it by $-tS+t^2W(X)\le0$. `energy_transfer_le` makes this case split with `le_total`.

## From fractional to whole occupations

While two occupations are fractional, move charge in the favourable direction, say from $b$ to $a$ (now labels of orbitals), by $\min(1-n_a,n_b)$. Then $a$ is full or $b$ is empty, all occupations stay in $[0,1]$, the total is unchanged and fewer are fractional. `integer_occupations` runs this as a strong induction on their number. One fractional occupation cannot remain: the others would sum to an integer $M$, giving $M<N<M+1$, which `omega` refutes.

`natural_orbitals` supplies the start. The spectral theorem gives $U^TU=1$ and $U^TDU=\mathrm{diag}(n)$. This matrix and $U^T(1-D)U=1-\mathrm{diag}(n)$ are positive semidefinite, so their diagonals give $0\le n_k\le1$. With final occupations $m_k\in\{0,1\}$, the matrix $P=U\,\mathrm{diag}(m)\,U^T$ is symmetric, has trace $\sum_k m_k=N$, and satisfies $P^2=U\,\mathrm{diag}(m^2)\,U^T=P$.

For `lower_bound_iff`, one direction uses this $P$. The other uses $P=P^TP$ and $1-P=(1-P)^T(1-P)$, which make every projection an admissible $D$.

## Two sites, repulsive and attractive

Take sites 0 and 1, $h=\mathrm{diag}(0,1)$, $v=1$ and $D=\mathrm{diag}(\tfrac12,\tfrac12)$. Then $E(D)=\tfrac12+\tfrac14=\tfrac34$. Moving $t$ from site 1 to site 0 gives

$$E=(\tfrac12-t)+(\tfrac12+t)(\tfrac12-t)=\tfrac34-t-t^2.$$

At $t=\tfrac12$ the projection $\mathrm{diag}(1,0)$ has energy 0; the opposite move ends at energy 1.

With $h=0$ and $v=-1$, the same $D$ has energy $-\tfrac14$. For a projection of trace one, $P_{00}^2+P_{01}^2=P_{00}$ and $P_{11}=1-P_{00}$ give $P_{00}P_{11}=P_{01}^2$, hence energy 0. So `attractive_counterexample` shows that the principle fails if $v$ may have any sign.
